# Squared wave-vector lengths from the cell metric: triclinic, monoclinic and rhombohedral cells

## Selecting plane waves below a cutoff

To build a plane-wave basis, one keeps the waves whose kinetic energy \(\tfrac12|\mathbf k+\mathbf G|^2\), in atomic units, lies below a cutoff. This requires squared lengths of wave vectors given by their indices in the reciprocal basis. The formulas below supply them for a fixed cell with known edges and angles; they concern geometry only, not the convergence of energies with the cutoff.

## From duality to the inverse metric

Let the columns of a real \(n\times n\) matrix \(A\) be the lattice vectors \(\mathbf a_i\), and those of \(B\) the reciprocal vectors \(\mathbf b_i\). Duality, \(\mathbf b_i\cdot\mathbf a_j=2\pi\delta_{ij}\), reads \(B^TA=2\pi\,1\). Thus \(B^T/2\pi\) is a left inverse of the square matrix \(A\), hence also a right inverse, and \(AB^T=2\pi\,1\). Transposing duality gives \(A^TB=2\pi\,1\), so

\[
(A^TA)(B^TB)=A^T(AB^T)B=2\pi A^TB=(2\pi)^2\,1 .
\]

Therefore \(B^TB=(2\pi)^2(A^TA)^{-1}\). For \(\mathbf G=Bm\), with \(m\) the column of indices,

\[
|\mathbf G|^2=m^TB^TBm=(2\pi)^2\,m^T(A^TA)^{-1}m .
\]

## Edges and angles

In three dimensions let the edges be \(a,b,c\), with \(\alpha\) between \(b,c\), \(\beta\) between \(a,c\) and \(\gamma\) between \(a,b\). The metric \(M=A^TA\) has diagonal \(a^2,b^2,c^2\) and off-diagonal entries \(ab\cos\gamma\), \(ac\cos\beta\), \(bc\cos\alpha\). Its determinant is \(a^2b^2c^2D\), where

\[
D=1-\cos^2\alpha-\cos^2\beta-\cos^2\gamma+2\cos\alpha\cos\beta\cos\gamma .
\]

Duality gives \(\det B\det A=(2\pi)^3\), so \(\det M=(\det A)^2\neq0\), and \(a,b,c,D\) are all nonzero.

Dividing the cofactors of \(M\) by its determinant gives the inverse. Its first diagonal entry is \(\sin^2\alpha/(a^2D)\), and its entry in row 1, column 2 is \((\cos\alpha\cos\beta-\cos\gamma)/(abD)\); the others follow by permuting the labels. Each off-diagonal entry occurs twice in the quadratic form, so for \(m=(h,k,l)\)

\[
\begin{aligned}
\frac{|\mathbf G|^2}{(2\pi)^2}=\frac1D\Big[&\frac{h^2\sin^2\alpha}{a^2}+\frac{k^2\sin^2\beta}{b^2}+\frac{l^2\sin^2\gamma}{c^2}
+\frac{2hk(\cos\alpha\cos\beta-\cos\gamma)}{ab}\\
&+\frac{2kl(\cos\beta\cos\gamma-\cos\alpha)}{bc}+\frac{2hl(\cos\alpha\cos\gamma-\cos\beta)}{ac}\Big].
\end{aligned}
\]

For a monoclinic cell, \(\alpha=\gamma=\pi/2\) and \(D=\sin^2\beta\), which leaves

\[
\frac{|\mathbf G|^2}{(2\pi)^2}=\frac{1}{\sin^2\beta}\Big(\frac{h^2}{a^2}+\frac{l^2}{c^2}-\frac{2hl\cos\beta}{ac}\Big)+\frac{k^2}{b^2}.
\]

For a rhombohedral cell, with equal edges and equal angles, \(D=1-3\cos^2\alpha+2\cos^3\alpha\), and

\[
\frac{|\mathbf G|^2}{(2\pi)^2}=\frac{(h^2+k^2+l^2)\sin^2\alpha+2(hk+kl+hl)(\cos^2\alpha-\cos\alpha)}{a^2D}.
\]

## Rows, columns and the metric

Many programs store lattice vectors as rows. If \(R=A^T\) is such an array, the metric is \(RR^T\), not \(R^TR\). Confusing the two does no harm for an orthorhombic cell with \(\mathbf a_1,\mathbf a_2,\mathbf a_3\) along \(x,y,z\) in this order, where \(A\) is diagonal, so a test on such a cell misses the error.

## The statements in Lean

`IsReciprocal A B` is the duality relation, with the factor \(2\pi\) included and vectors in columns. Invertibility of `A` is not a separate hypothesis. In the three-dimensional theorems, `hM` says that the scalar products of the lattice vectors are those in `cellMetric`. The product `B *ᵥ ![h, k, l]` is the wave vector, and its `⬝ᵥ` with itself is the squared length. The indices are real, so \(\mathbf k+\mathbf G\) is covered as well as \(\mathbf G\).

```lean
import Mathlib

open Matrix Real

namespace ReciprocalMetric

noncomputable section

variable {n : Type*} [Fintype n] [DecidableEq n]

/-- The columns of `B` are reciprocal to the lattice vectors in the columns of `A`:
`bᵢ · aⱼ = 2π δᵢⱼ`. -/
def IsReciprocal (A B : Matrix n n ℝ) : Prop :=
  Bᵀ * A = (2 * π) • (1 : Matrix n n ℝ)

/-- The metric (table of scalar products) of a cell with edges `a, b, c` and angles
`α` between `b, c`, `β` between `a, c`, and `γ` between `a, b`. -/
def cellMetric (a b c α β γ : ℝ) : Matrix (Fin 3) (Fin 3) ℝ :=
  !![a ^ 2, a * b * cos γ, a * c * cos β;
     a * b * cos γ, b ^ 2, b * c * cos α;
     a * c * cos β, b * c * cos α, c ^ 2]

/-- The angular factor `1 - cos²α - cos²β - cos²γ + 2 cos α cos β cos γ` of a cell. -/
def angularFactor (α β γ : ℝ) : ℝ :=
  1 - cos α ^ 2 - cos β ^ 2 - cos γ ^ 2 + 2 * cos α * cos β * cos γ

/-- The matrix of cofactors of the cell metric. -/
def cellCofactor (a b c α β γ : ℝ) : Matrix (Fin 3) (Fin 3) ℝ :=
  !![b ^ 2 * c ^ 2 * (1 - cos α ^ 2), a * b * c ^ 2 * (cos α * cos β - cos γ),
       a * b ^ 2 * c * (cos α * cos γ - cos β);
     a * b * c ^ 2 * (cos α * cos β - cos γ), a ^ 2 * c ^ 2 * (1 - cos β ^ 2),
       a ^ 2 * b * c * (cos β * cos γ - cos α);
     a * b ^ 2 * c * (cos α * cos γ - cos β), a ^ 2 * b * c * (cos β * cos γ - cos α),
       a ^ 2 * b ^ 2 * (1 - cos γ ^ 2)]

/-- Completeness relation: the sum of the dyads `aᵢ bᵢᵀ` is `2π` times the identity. -/
theorem completeness {A B : Matrix n n ℝ} (hB : IsReciprocal A B) :
    A * Bᵀ = (2 * π) • (1 : Matrix n n ℝ) := by
  unfold IsReciprocal at hB
  have hp : 2 * π ≠ 0 := by positivity
  have h : ((2 * π)⁻¹ • Bᵀ) * A = 1 := by
    rw [Matrix.smul_mul, hB, smul_smul, inv_mul_cancel₀ hp, one_smul]
  -- a one-sided inverse of a square matrix is two-sided
  have h2 : A * ((2 * π)⁻¹ • Bᵀ) = 1 := mul_eq_one_comm.mp h
  calc A * Bᵀ = (2 * π) • (A * ((2 * π)⁻¹ • Bᵀ)) := by
        rw [Matrix.mul_smul, smul_smul, mul_inv_cancel₀ hp, one_smul]
    _ = (2 * π) • (1 : Matrix n n ℝ) := by rw [h2]

/-- The metric of the reciprocal lattice is `(2π)²` times the inverse of the metric of the
direct lattice, in any dimension. -/
theorem reciprocal_metric {A B : Matrix n n ℝ} (hB : IsReciprocal A B) :
    Bᵀ * B = (2 * π) ^ 2 • (Aᵀ * A)⁻¹ := by
  have hq : (2 * π) ^ 2 ≠ 0 := by positivity
  have hT : Aᵀ * B = (2 * π) • (1 : Matrix n n ℝ) := by
    have h := congrArg Matrix.transpose (show Bᵀ * A = (2 * π) • (1 : Matrix n n ℝ) from hB)
    rwa [Matrix.transpose_mul, Matrix.transpose_transpose, Matrix.transpose_smul,
      Matrix.transpose_one] at h
  -- the two metrics multiply to a multiple of the identity
  have hprod : (Aᵀ * A) * (Bᵀ * B) = (2 * π) ^ 2 • (1 : Matrix n n ℝ) := by
    calc (Aᵀ * A) * (Bᵀ * B) = Aᵀ * (A * Bᵀ) * B := by simp only [Matrix.mul_assoc]
      _ = (2 * π) • (Aᵀ * B) := by
        rw [completeness hB, Matrix.mul_smul, Matrix.mul_one, Matrix.smul_mul]
      _ = (2 * π) ^ 2 • (1 : Matrix n n ℝ) := by rw [hT, smul_smul, ← sq]
  have hinv : (Aᵀ * A)⁻¹ = ((2 * π) ^ 2)⁻¹ • (Bᵀ * B) :=
    Matrix.inv_eq_right_inv (by
      rw [Matrix.mul_smul, hprod, smul_smul, inv_mul_cancel₀ hq, one_smul])
  rw [hinv, smul_smul, mul_inv_cancel₀ hq, one_smul]

/-- The squared length of the wave vector `G = ∑ mᵢ bᵢ` is `(2π)²` times the quadratic form of
the inverse direct metric at `m`. -/
theorem wavevector_sq {A B : Matrix n n ℝ} (hB : IsReciprocal A B) (m : n → ℝ) :
    (B *ᵥ m) ⬝ᵥ (B *ᵥ m) = (2 * π) ^ 2 * (m ⬝ᵥ ((Aᵀ * A)⁻¹ *ᵥ m)) := by
  have h : (B *ᵥ m) ⬝ᵥ (B *ᵥ m) = m ⬝ᵥ ((Bᵀ * B) *ᵥ m) := by
    rw [← Matrix.mulVec_mulVec, Matrix.dotProduct_mulVec m Bᵀ, Matrix.vecMul_transpose]
  rw [h, reciprocal_metric hB, Matrix.smul_mulVec, dotProduct_smul, smul_eq_mul]

/-- The signed volumes of the direct and the reciprocal cell multiply to `(2π)ⁿ` in
`n` dimensions. -/
theorem reciprocal_volume {A B : Matrix n n ℝ} (hB : IsReciprocal A B) :
    B.det * A.det = (2 * π) ^ Fintype.card n := by
  have h := congrArg Matrix.det (show Bᵀ * A = (2 * π) • (1 : Matrix n n ℝ) from hB)
  rwa [Matrix.det_mul, Matrix.det_transpose, Matrix.det_smul, Matrix.det_one, mul_one] at h

/-- A cell that has a reciprocal basis has nonzero edges and a nonzero angular factor. -/
theorem cell_nondegenerate {A B : Matrix (Fin 3) (Fin 3) ℝ} {a b c α β γ : ℝ}
    (hB : IsReciprocal A B) (hM : Aᵀ * A = cellMetric a b c α β γ) :
    a ≠ 0 ∧ b ≠ 0 ∧ c ≠ 0 ∧ angularFactor α β γ ≠ 0 := by
  have hA : A.det ≠ 0 := by
    intro h0
    have hv := reciprocal_volume hB
    rw [h0, mul_zero] at hv
    have hp : (2 * π) ^ Fintype.card (Fin 3) ≠ 0 := by positivity
    exact hp hv.symm
  -- the determinant of the metric in terms of the edges and the angular factor
  have hdet : (cellMetric a b c α β γ).det = a ^ 2 * b ^ 2 * c ^ 2 * angularFactor α β γ := by
    simp only [cellMetric, angularFactor]
    simp [Matrix.det_fin_three]
    ring
  have hne : a ^ 2 * b ^ 2 * c ^ 2 * angularFactor α β γ ≠ 0 := by
    rw [← hdet, ← hM, Matrix.det_mul, Matrix.det_transpose]
    exact mul_ne_zero hA hA
  exact ⟨fun h0 => hne (by simp [h0]), fun h0 => hne (by simp [h0]),
    fun h0 => hne (by simp [h0]), fun h0 => hne (by simp [h0])⟩

/-- Squared length of the wave vector with indices `h, k, l` for a general triclinic cell, in
terms of the cell edges and angles. -/
theorem triclinic_wavevector_sq {A B : Matrix (Fin 3) (Fin 3) ℝ} {a b c α β γ : ℝ}
    (hB : IsReciprocal A B) (hM : Aᵀ * A = cellMetric a b c α β γ) (h k l : ℝ) :
    (B *ᵥ ![h, k, l]) ⬝ᵥ (B *ᵥ ![h, k, l]) = (2 * π) ^ 2 *
      ((h ^ 2 * sin α ^ 2 / a ^ 2 + k ^ 2 * sin β ^ 2 / b ^ 2 + l ^ 2 * sin γ ^ 2 / c ^ 2
        + 2 * h * k * (cos α * cos β - cos γ) / (a * b)
        + 2 * k * l * (cos β * cos γ - cos α) / (b * c)
        + 2 * h * l * (cos α * cos γ - cos β) / (a * c)) / angularFactor α β γ) := by
  obtain ⟨ha, hb, hc, hD⟩ := cell_nondegenerate hB hM
  have hne : a ^ 2 * b ^ 2 * c ^ 2 * angularFactor α β γ ≠ 0 :=
    mul_ne_zero (by positivity) hD
  have hcof : cellMetric a b c α β γ * cellCofactor a b c α β γ =
      (a ^ 2 * b ^ 2 * c ^ 2 * angularFactor α β γ) • (1 : Matrix (Fin 3) (Fin 3) ℝ) := by
    simp only [cellMetric, cellCofactor, angularFactor]
    generalize cos α = x
    generalize cos β = y
    generalize cos γ = z
    ext i j
    fin_cases i <;> fin_cases j <;> simp [Matrix.mul_apply, Fin.sum_univ_three] <;> ring
  -- the inverse metric is the cofactor matrix over the determinant
  have hinv : (Aᵀ * A)⁻¹ =
      (a ^ 2 * b ^ 2 * c ^ 2 * angularFactor α β γ)⁻¹ • cellCofactor a b c α β γ := by
    rw [hM]
    apply Matrix.inv_eq_right_inv
    rw [Matrix.mul_smul, hcof, smul_smul, inv_mul_cancel₀ hne, one_smul]
  rw [wavevector_sq hB, hinv]
  congr 1
  simp only [cellCofactor, Real.sin_sq]
  clear hne hcof hinv hM
  generalize angularFactor α β γ = D at hD ⊢
  generalize cos α = x
  generalize cos β = y
  generalize cos γ = z
  simp [Matrix.mulVec, dotProduct, Fin.sum_univ_three]
  field_simp
  ring

/-- Squared length of the wave vector with indices `h, k, l` for a monoclinic cell with
angle `β` between the edges `a` and `c`. -/
theorem monoclinic_wavevector_sq {A B : Matrix (Fin 3) (Fin 3) ℝ} {a b c β : ℝ}
    (hB : IsReciprocal A B) (hM : Aᵀ * A = cellMetric a b c (π / 2) β (π / 2)) (h k l : ℝ) :
    (B *ᵥ ![h, k, l]) ⬝ᵥ (B *ᵥ ![h, k, l]) = (2 * π) ^ 2 *
      ((h ^ 2 / a ^ 2 + l ^ 2 / c ^ 2 - 2 * h * l * cos β / (a * c)) / sin β ^ 2
        + k ^ 2 / b ^ 2) := by
  obtain ⟨ha, hb, hc, hD⟩ := cell_nondegenerate hB hM
  have e : angularFactor (π / 2) β (π / 2) = sin β ^ 2 := by
    simp only [angularFactor, Real.cos_pi_div_two]
    linear_combination -(Real.sin_sq_add_cos_sq β)
  rw [e] at hD
  have hs : sin β ≠ 0 := fun h0 => hD (by simp [h0])
  rw [triclinic_wavevector_sq hB hM, e]
  congr 1
  simp only [Real.cos_pi_div_two, Real.sin_pi_div_two]
  field_simp
  ring

/-- Squared length of the wave vector with indices `h, k, l` for a rhombohedral cell with
edge `a` and angle `α`. -/
theorem rhombohedral_wavevector_sq {A B : Matrix (Fin 3) (Fin 3) ℝ} {a α : ℝ}
    (hB : IsReciprocal A B) (hM : Aᵀ * A = cellMetric a a a α α α) (h k l : ℝ) :
    (B *ᵥ ![h, k, l]) ⬝ᵥ (B *ᵥ ![h, k, l]) = (2 * π) ^ 2 *
      (((h ^ 2 + k ^ 2 + l ^ 2) * sin α ^ 2
        + 2 * (h * k + k * l + h * l) * (cos α ^ 2 - cos α))
        / (a ^ 2 * (1 - 3 * cos α ^ 2 + 2 * cos α ^ 3))) := by
  obtain ⟨ha, -, -, hD⟩ := cell_nondegenerate hB hM
  have e : 1 - 3 * cos α ^ 2 + 2 * cos α ^ 3 = angularFactor α α α := by
    simp only [angularFactor]
    ring
  rw [triclinic_wavevector_sq hB hM, e]
  congr 1
  field_simp
  ring

/-- An explicit monoclinic cell with `β` between `0` and `π`, together with its reciprocal
basis, satisfies the duality relation and has the monoclinic metric. -/
theorem monoclinic_witness {a b c β : ℝ} (ha : 0 < a) (hb : 0 < b) (hc : 0 < c)
    (h0 : 0 < β) (h1 : β < π) :
    IsReciprocal !![a, 0, c * cos β; 0, b, 0; 0, 0, c * sin β]
      !![2 * π / a, 0, 0; 0, 2 * π / b, 0;
         -(2 * π * cos β / (a * sin β)), 0, 2 * π / (c * sin β)] ∧
    (!![a, 0, c * cos β; 0, b, 0; 0, 0, c * sin β])ᵀ *
      !![a, 0, c * cos β; 0, b, 0; 0, 0, c * sin β] = cellMetric a b c (π / 2) β (π / 2) := by
  have hs : sin β ≠ 0 := (Real.sin_pos_of_pos_of_lt_pi h0 h1).ne'
  have ha' := ha.ne'
  have hb' := hb.ne'
  have hc' := hc.ne'
  constructor
  · unfold IsReciprocal
    ext i j
    fin_cases i <;> fin_cases j <;>
      simp [Matrix.mul_apply, Fin.sum_univ_three, ha', hb', hc', hs]
    all_goals (try field_simp)
    all_goals (try ring)
  · ext i j
    fin_cases i <;> fin_cases j <;>
      simp [cellMetric, Matrix.mul_apply, Fin.sum_univ_three]
    all_goals first
      | ring1
      | linear_combination c ^ 2 * Real.sin_sq_add_cos_sq β

end

end ReciprocalMetric
```

```lean
#print axioms ReciprocalMetric.monoclinic_wavevector_sq
-- 'ReciprocalMetric.monoclinic_wavevector_sq' depends on axioms: [propext, Classical.choice, Quot.sound]
#print axioms ReciprocalMetric.rhombohedral_wavevector_sq
-- 'ReciprocalMetric.rhombohedral_wavevector_sq' depends on axioms: [propext, Classical.choice, Quot.sound]
```

## How the proof follows the algebra

`completeness` rescales \(B^T\) and uses `mul_eq_one_comm` to turn the left inverse into a right inverse. In `reciprocal_metric`, `hprod` is the product of the two metrics computed above, and `Matrix.inv_eq_right_inv` identifies the inverse. `wavevector_sq` then rewrites the squared length as a quadratic form.

`reciprocal_volume` takes determinants of duality, and `cell_nondegenerate` deduces that the edges and `angularFactor` are nonzero. In `triclinic_wavevector_sq`, `hcof` checks metric times cofactors entry by entry. The cosines are replaced by free variables, since the identity is purely polynomial; `field_simp` and `ring` finish the expansion.

The monoclinic and rhombohedral theorems substitute their angles and edges into this result. Finally, `monoclinic_witness` gives explicit matrices satisfying both hypotheses for any positive edges and \(0<\beta<\pi\).
